# Size consistency of variance-minimised transcorrelation for non-interacting fragments with product references and additive correlators

Take a two-level fragment with Hamiltonian $H=\begin{pmatrix}0&1\\1&0\end{pmatrix}$, reference $a=(1,0)$ and a diagonal correlator $\tau=(0,t)$, where $t$ is real. The transcorrelated Hamiltonian is

$$M=e^{-\tau}He^{\tau}=\begin{pmatrix}0&e^{t}\\e^{-t}&0\end{pmatrix},\qquad Ma=(0,e^{-t}).$$

The reference energy $a\cdot Ma$ is zero, so the residual $(M-\langle M\rangle)a$ is $(0,e^{-t})$, with squared norm $e^{-2t}$. Now add a second such fragment with parameter $s$ and no coupling between the two. The pair residual has a component $e^{-t}$ on the state in which only the first fragment is flipped, and $e^{-s}$ on the state in which only the second is flipped. These states are orthogonal, so the squared norm is $e^{-2t}+e^{-2s}$, a sum of two terms that each depend on one parameter only.

The same separation holds for any two finite, non-interacting fragments when the pair reference is a product of unit vectors and the pair correlator is a sum of diagonal fragment correlators. In transcorrelated electronic structure it means that, within this model, fixing the correlator by variance minimisation introduces no spurious interaction energy between separated fragments, provided that the pair and the separate fragments use the same fragment minimisers. (Tied minimisers can have different energies.)

## Fragments, correlators and residuals

Fragment A has a finite basis labelled by `m`, and fragment B one labelled by `n`. All matrices and vectors are real.

In Lean 4 with Mathlib:

```lean
import Mathlib

open Matrix
open scoped Kronecker

namespace TranscorrelationSizeConsistency

noncomputable section

variable {m n : Type*} [Fintype m] [DecidableEq m] [Fintype n] [DecidableEq n]
```

For one fragment with Hamiltonian matrix $H$, the correlator is a real function $\tau$ on the basis. A Jastrow factor depending on positions has this form on a grid. The sign convention is

$$M=e^{-\tau}He^{\tau}.$$

`Matrix n n ℝ` contains every real square matrix. Physical Hamiltonians are the symmetric ones, but symmetry is never used.

```lean
/-- The transcorrelated Hamiltonian `exp(-τ) H exp(τ)` for a real diagonal correlator `τ`. -/
def transcorrelate (H : Matrix n n ℝ) (τ : n → ℝ) : Matrix n n ℝ :=
  diagonal (fun i => Real.exp (-τ i)) * H * diagonal (fun i => Real.exp (τ i))
```

The reference energy is $E=a\cdot Ma$. It has no denominator, so it is the expectation value when $a\cdot a=1$, which the theorems on the energy, variance and minimisers of a pair assume for both references.

```lean
/-- The reference energy `⟨a, M a⟩` of the transcorrelated Hamiltonian `M`. -/
def energy (H : Matrix n n ℝ) (τ a : n → ℝ) : ℝ :=
  a ⬝ᵥ (transcorrelate H τ *ᵥ a)
```

For a unit reference, the residual $r=Ma-Ea$ measures how far $a$ is from being a right eigenvector of $M$.

```lean
/-- The residual vector `(M - ⟨M⟩) a` of the reference `a`. -/
def residual (H : Matrix n n ℝ) (τ a : n → ℝ) : n → ℝ :=
  transcorrelate H τ *ᵥ a - energy H τ a • a
```

The quantity to be minimised is $V=r\cdot r$, the squared Euclidean norm of the residual.

```lean
/-- The transcorrelated variance: the squared norm of the residual vector. -/
def variance (H : Matrix n n ℝ) (τ a : n → ℝ) : ℝ :=
  residual H τ a ⬝ᵥ residual H τ a
```

## Two fragments without interaction

The pair lives on the product basis `m × n`. Its Hamiltonian is $H_A\otimes1+1\otimes H_B$, which expresses the absence of any coupling between the fragments.

```lean
/-- The Hamiltonian `H_A ⊗ 1 + 1 ⊗ H_B` of two non-interacting fragments. -/
def pairHamiltonian (HA : Matrix m m ℝ) (HB : Matrix n n ℝ) : Matrix (m × n) (m × n) ℝ :=
  HA ⊗ₖ (1 : Matrix n n ℝ) + (1 : Matrix m m ℝ) ⊗ₖ HB
```

The pair correlator is additive, $\tau(i,j)=\tau_A(i)+\tau_B(j)$, so its exponential is a product of fragment factors. Terms that correlate A with B are excluded.

```lean
/-- The diagonal of the pair correlator `τ_A ⊗ 1 + 1 ⊗ τ_B`. -/
def pairCorrelator (τA : m → ℝ) (τB : n → ℝ) : m × n → ℝ := fun p => τA p.1 + τB p.2
```

The reference is the product $(a\otimes b)(i,j)=a(i)\,b(j)$. The fragments are thus treated as distinguishable, with no antisymmetrisation between them.

```lean
/-- The product vector `a ⊗ b`. -/
def productState (a : m → ℝ) (b : n → ℝ) : m × n → ℝ := fun p => a p.1 * b p.2
```

In practice a correlator is optimised within some ansatz. The set `S` stands for the allowed correlators of a fragment and may be any set at all. A minimiser belongs to `S` and has a variance no larger than that of any other member; the reference stays fixed.

```lean
/-- The correlator `τ` belongs to the family `S` and has the least transcorrelated variance
in that family. -/
def IsVarianceMinimiser (S : Set (n → ℝ)) (H : Matrix n n ℝ) (a τ : n → ℝ) : Prop :=
  τ ∈ S ∧ ∀ σ ∈ S, variance H τ a ≤ variance H σ a
```

If A may use correlators from `S` and B from `T`, the pair may use all their sums.

```lean
/-- The pair correlators that are sums of a correlator from `S` and one from `T`. -/
def pairFamily (S : Set (m → ℝ)) (T : Set (n → ℝ)) : Set (m × n → ℝ) :=
  {σ | ∃ α ∈ S, ∃ β ∈ T, σ = pairCorrelator α β}
```

## The spectator's correlator cancels

Multiplying by diagonal matrices on the left and right gives

$$M_{ij}=e^{-\tau(i)}H_{ij}e^{\tau(j)}.$$

```lean
/-- Matrix elements of the transcorrelated Hamiltonian are
`exp(-τ i) H i j exp(τ j)`. -/
theorem transcorrelate_apply (H : Matrix n n ℝ) (τ : n → ℝ) (i j : n) :
    transcorrelate H τ i j = Real.exp (-τ i) * H i j * Real.exp (τ j) := by
  rw [transcorrelate, Matrix.mul_diagonal, Matrix.diagonal_mul]
```

Overlaps of product vectors factorise, because the double sum splits:

$$(a\otimes b)\cdot(c\otimes d)=(a\cdot c)(b\cdot d).$$

```lean
omit [DecidableEq m] [DecidableEq n] in
/-- Overlaps of product vectors are products of fragment overlaps. -/
theorem productState_dotProduct (a c : m → ℝ) (b d : n → ℝ) :
    productState a b ⬝ᵥ productState c d = (a ⬝ᵥ c) * (b ⬝ᵥ d) := by
  simp only [dotProduct, productState, Fintype.sum_prod_type, Finset.sum_mul_sum]
  refine Finset.sum_congr rfl fun i _ => Finset.sum_congr rfl fun j _ => ?_
  ring
```

For the pair, let $i,k$ label states of A and $j,l$ states of B. The matrix element between $(i,j)$ and $(k,l)$ is

$$e^{-\tau_A(i)-\tau_B(j)}\big(H_{A,ik}\,\delta_{jl}+\delta_{ik}\,H_{B,jl}\big)e^{\tau_A(k)+\tau_B(l)}.$$

In the first term $\delta_{jl}$ forces $j=l$, so the factors $e^{-\tau_B(j)}e^{\tau_B(l)}$ cancel; the second term is the same with the fragments exchanged. What remains is $M_{A,ik}\delta_{jl}+\delta_{ik}M_{B,jl}$, and therefore

$$M(a\otimes b)=(M_Aa)\otimes b+a\otimes(M_Bb).$$

In the proof, `hA` and `hB` are the two cancellations and `entry` is the resulting matrix element. The remaining lines write $a(i)=\sum_k\delta_{ik}a(k)$, and likewise for $b(j)$, to match the double sums term by term.

```lean
/-- On a product vector the transcorrelated pair Hamiltonian acts on one fragment at a time. -/
theorem pair_mulVec (HA : Matrix m m ℝ) (HB : Matrix n n ℝ) (τA a : m → ℝ) (τB b : n → ℝ) :
    transcorrelate (pairHamiltonian HA HB) (pairCorrelator τA τB) *ᵥ productState a b
      = productState (transcorrelate HA τA *ᵥ a) b
        + productState a (transcorrelate HB τB *ᵥ b) := by
  funext ⟨i, j⟩
  -- the correlator of a spectator fragment cancels
  have hA : ∀ k, Real.exp (-τA i) * (1 : Matrix m m ℝ) i k * Real.exp (τA k)
      = (1 : Matrix m m ℝ) i k := by
    intro k
    by_cases h : i = k
    · subst h
      rw [Matrix.one_apply_eq, mul_one, ← Real.exp_add, neg_add_cancel, Real.exp_zero]
    · rw [Matrix.one_apply_ne h, mul_zero, zero_mul]
  have hB : ∀ l, Real.exp (-τB j) * (1 : Matrix n n ℝ) j l * Real.exp (τB l)
      = (1 : Matrix n n ℝ) j l := by
    intro l
    by_cases h : j = l
    · subst h
      rw [Matrix.one_apply_eq, mul_one, ← Real.exp_add, neg_add_cancel, Real.exp_zero]
    · rw [Matrix.one_apply_ne h, mul_zero, zero_mul]
  have entry : ∀ k l,
      transcorrelate (pairHamiltonian HA HB) (pairCorrelator τA τB) (i, j) (k, l)
        = transcorrelate HA τA i k * (1 : Matrix n n ℝ) j l
          + (1 : Matrix m m ℝ) i k * transcorrelate HB τB j l := by
    intro k l
    simp only [transcorrelate_apply, pairHamiltonian, pairCorrelator, Matrix.add_apply,
      Matrix.kroneckerMap_apply, neg_add, Real.exp_add]
    linear_combination (Real.exp (-τA i) * HA i k * Real.exp (τA k)) * hB l
      + (Real.exp (-τB j) * HB j l * Real.exp (τB l)) * hA k
  have sA : ∑ k, (1 : Matrix m m ℝ) i k * a k = a i := by simp [Matrix.one_apply]
  have sB : ∑ l, (1 : Matrix n n ℝ) j l * b l = b j := by simp [Matrix.one_apply]
  simp only [Pi.add_apply, productState, Matrix.mulVec, dotProduct, Fintype.sum_prod_type]
  -- expand the products on the right into double sums over the two fragments
  rw [← sA, ← sB, Finset.sum_mul_sum, Finset.sum_mul_sum, ← Finset.sum_add_distrib]
  refine Finset.sum_congr rfl fun k _ => ?_
  rw [← Finset.sum_add_distrib]
  refine Finset.sum_congr rfl fun l _ => ?_
  rw [entry]
  ring
```

## Energies and squared residuals add

Taking the overlap with $a\otimes b$ gives

$$E_{AB}=(a\cdot M_Aa)(b\cdot b)+(a\cdot a)(b\cdot M_Bb)=E_A+E_B,$$

where the last equality uses the unit norms.

```lean
/-- For unit references the transcorrelated reference energy of the pair is the sum of the
fragment energies. -/
theorem energy_pair (HA : Matrix m m ℝ) (HB : Matrix n n ℝ) (τA : m → ℝ) (τB : n → ℝ)
    {a : m → ℝ} {b : n → ℝ} (ha : a ⬝ᵥ a = 1) (hb : b ⬝ᵥ b = 1) :
    energy (pairHamiltonian HA HB) (pairCorrelator τA τB) (productState a b)
      = energy HA τA a + energy HB τB b := by
  rw [energy, pair_mulVec, dotProduct_add, productState_dotProduct, productState_dotProduct,
    ha, hb, mul_one, one_mul, energy, energy]
```

The residual of a unit reference is orthogonal to that reference:

$$a\cdot r=a\cdot Ma-E\,(a\cdot a)=E-E=0.$$

```lean
/-- The residual vector is orthogonal to a unit reference. -/
theorem dotProduct_residual (H : Matrix n n ℝ) (τ : n → ℝ) {a : n → ℝ} (ha : a ⬝ᵥ a = 1) :
    a ⬝ᵥ residual H τ a = 0 := by
  rw [residual, dotProduct_sub, dotProduct_smul, ha, smul_eq_mul, mul_one, energy, sub_self]
```

Subtracting $(E_A+E_B)\,a\otimes b$ from $M(a\otimes b)$ splits the pair residual,

$$r_{AB}=r_A\otimes b+a\otimes r_B,$$

which is `hr` in the proof. Its squared norm is

$$V_{AB}=(r_A\cdot r_A)(b\cdot b)+2(r_A\cdot a)(b\cdot r_B)+(a\cdot a)(r_B\cdot r_B)=V_A+V_B.$$

The cross term is a product of two overlaps, so it is enough that one of them vanishes. The proof uses the one on A, in its two orders `oA` and `oA'`.

```lean
/-- For unit references the squared residual norm of the pair is the sum of the fragment
values, although the transcorrelated Hamiltonians need not be symmetric. -/
theorem variance_pair (HA : Matrix m m ℝ) (HB : Matrix n n ℝ) (τA : m → ℝ) (τB : n → ℝ)
    {a : m → ℝ} {b : n → ℝ} (ha : a ⬝ᵥ a = 1) (hb : b ⬝ᵥ b = 1) :
    variance (pairHamiltonian HA HB) (pairCorrelator τA τB) (productState a b)
      = variance HA τA a + variance HB τB b := by
  have hr : residual (pairHamiltonian HA HB) (pairCorrelator τA τB) (productState a b)
      = productState (residual HA τA a) b + productState a (residual HB τB b) := by
    rw [residual, energy_pair HA HB τA τB ha hb, pair_mulVec]
    funext p
    simp only [residual, productState, Pi.add_apply, Pi.sub_apply, Pi.smul_apply, smul_eq_mul]
    ring
  -- the cross terms contain the overlap of a residual with its own reference
  have oA := dotProduct_residual HA τA ha
  have oA' : residual HA τA a ⬝ᵥ a = 0 := by rw [dotProduct_comm, oA]
  rw [variance, hr, add_dotProduct, dotProduct_add, dotProduct_add]
  simp only [productState_dotProduct, ha, hb, oA, oA', variance]
  ring
```

## Minimisers of the pair are sums of fragment minimisers

Write $V_A(\alpha)$ and $V_B(\beta)$ for the fragment variances with correlators $\alpha$ and $\beta$. Suppose that $\alpha$ and $\beta$ together minimise the pair variance. Replacing $\alpha$ by any allowed $\alpha'$ while keeping $\beta$ gives

$$V_A(\alpha)+V_B(\beta)\le V_A(\alpha')+V_B(\beta),$$

and subtracting $V_B(\beta)$ shows that $\alpha$ minimises $V_A$. The same argument with $\alpha$ fixed applies to $\beta$. Conversely, adding the two fragment inequalities shows that a sum of minimisers minimises the pair variance.

The theorem states this as an equivalence for a pair correlator $\sigma$: it is a minimiser over `pairFamily S T` exactly when it equals `pairCorrelator α β` for some fragment minimisers $\alpha$ and $\beta$, with the pair energy equal to the sum of their energies. The energy clause adds no restriction, since it follows from `energy_pair`. The two halves of `constructor` are the two directions above.

```lean
/-- Size consistency of variance-minimised transcorrelation: for unit references, a pair
correlator minimises the variance among sums of allowed fragment correlators exactly when it is
a sum of fragment minimisers whose energies add up to the pair energy. -/
theorem minimiser_pair_iff (HA : Matrix m m ℝ) (HB : Matrix n n ℝ)
    (S : Set (m → ℝ)) (T : Set (n → ℝ)) {a : m → ℝ} {b : n → ℝ}
    (ha : a ⬝ᵥ a = 1) (hb : b ⬝ᵥ b = 1) (σ : m × n → ℝ) :
    IsVarianceMinimiser (pairFamily S T) (pairHamiltonian HA HB) (productState a b) σ ↔
      ∃ α β, IsVarianceMinimiser S HA a α ∧ IsVarianceMinimiser T HB b β ∧
        σ = pairCorrelator α β ∧
        energy (pairHamiltonian HA HB) σ (productState a b)
          = energy HA α a + energy HB β b := by
  constructor
  · rintro ⟨⟨α, hα, β, hβ, rfl⟩, hmin⟩
    refine ⟨α, β, ⟨hα, fun α' hα' => ?_⟩, ⟨hβ, fun β' hβ' => ?_⟩, rfl,
      energy_pair HA HB α β ha hb⟩
    -- vary one fragment and keep the other fixed
    · have h := hmin (pairCorrelator α' β) ⟨α', hα', β, hβ, rfl⟩
      rw [variance_pair HA HB α β ha hb, variance_pair HA HB α' β ha hb] at h
      linarith
    · have h := hmin (pairCorrelator α β') ⟨α, hα, β', hβ', rfl⟩
      rw [variance_pair HA HB α β ha hb, variance_pair HA HB α β' ha hb] at h
      linarith
  · rintro ⟨α, β, ⟨hα, minA⟩, ⟨hβ, minB⟩, rfl, -⟩
    refine ⟨⟨α, hα, β, hβ, rfl⟩, ?_⟩
    rintro _ ⟨α', hα', β', hβ', rfl⟩
    rw [variance_pair HA HB α β ha hb, variance_pair HA HB α' β' ha hb]
    exact add_le_add (minA α' hα') (minB β' hβ')
```

The equivalence does not promise that a minimiser exists. In the opening example, with all real $t$ allowed, $e^{-2t}$ approaches zero as $t\to\infty$ without reaching it. The fragment then has no minimiser, and neither has any pair that contains it.

## A two-level fragment whose residual can be removed

Keep the same $H$, but take the unit reference $a=(3/5,4/5)$. Without a correlator, $Ha=(4/5,3/5)$ and $E=24/25$, so

$$r=\left(\tfrac{28}{125},-\tfrac{21}{125}\right),\qquad V=\tfrac{49}{625}.$$

With $\tau=(\log4,\log3)$ the off-diagonal elements of $M$ become $3/4$ and $4/3$, and $Ma=a$. The residual vanishes. Since a sum of squares is never negative, this correlator is a minimiser among all diagonal ones, `Set.univ` in the code. The reason is visible in $e^{\tau}a=(12/5,12/5)$, which is an eigenvector of $H$. Its eigenvalue is $1$, the upper of the two levels $\pm1$, so a vanishing residual does not by itself identify the ground state.

```lean
/-- In a two-level model with unit reference `(3/5, 4/5)`, the correlator `(log 4, log 3)`
minimises the variance among all diagonal correlators, with value zero; without a correlator the
variance is `49/625`. -/
theorem minimiser_witness :
    (![3/5, 4/5] : Fin 2 → ℝ) ⬝ᵥ ![3/5, 4/5] = 1 ∧
    IsVarianceMinimiser Set.univ !![0, 1; 1, 0] ![3/5, 4/5] ![Real.log 4, Real.log 3] ∧
    variance !![0, 1; 1, 0] ![Real.log 4, Real.log 3] ![3/5, 4/5] = 0 ∧
    variance !![0, 1; 1, 0] 0 ![3/5, 4/5] = 49/625 := by
  have hM : transcorrelate !![0, 1; 1, 0] ![Real.log 4, Real.log 3]
      = !![0, 3/4; 4/3, 0] := by
    ext i j
    fin_cases i <;> fin_cases j <;>
      simp [transcorrelate_apply, Real.exp_neg, Real.exp_log] <;> norm_num
  have hM0 : transcorrelate !![0, 1; 1, 0] (0 : Fin 2 → ℝ) = !![0, 1; 1, 0] := by
    ext i j
    fin_cases i <;> fin_cases j <;> simp [transcorrelate_apply]
  have h0 : variance !![0, 1; 1, 0] ![Real.log 4, Real.log 3] ![3/5, 4/5] = 0 := by
    simp [variance, residual, energy, hM, Matrix.mulVec, dotProduct, Fin.sum_univ_two]
    norm_num
  refine ⟨?_, ⟨Set.mem_univ _, fun σ _ => ?_⟩, h0, ?_⟩
  · simp [dotProduct, Fin.sum_univ_two]
    norm_num
  · rw [h0]
    simp only [variance, dotProduct]
    exact Finset.sum_nonneg fun i _ => mul_self_nonneg _
  · simp [variance, residual, energy, hM0, Matrix.mulVec, dotProduct, Fin.sum_univ_two]
    norm_num
```

## The squared residual is not the difference of moments

For a symmetric matrix and a unit reference, $V$ equals $\langle M^2\rangle-\langle M\rangle^2$. Transcorrelation generally destroys the symmetry, and the opening example shows the consequence. There $M^2=1$ and $\langle M\rangle=0$, so the difference of moments is $1$ for every $t$, whereas $V=e^{-2t}$. The two agree only at $t=0$, where there is no correlator. Minimising the difference of moments would give no information about $t$ here. The additivity and minimiser theorems above concern $V$, the squared norm.

```lean
/-- In a two-level model with Hamiltonian `!![0, 1; 1, 0]`, reference `(1, 0)` and correlator
`(0, t)` the squared residual norm is `exp(-t)^2`, whereas `⟨M²⟩ - ⟨M⟩²` equals one for every `t`.
-/
theorem variance_versus_moments (t : ℝ) :
    variance !![0, 1; 1, 0] ![0, t] ![1, 0] = Real.exp (-t) ^ 2 ∧
    ![1, 0] ⬝ᵥ (transcorrelate !![0, 1; 1, 0] ![0, t] *ᵥ
      (transcorrelate !![0, 1; 1, 0] ![0, t] *ᵥ ![1, 0]))
      - energy !![0, 1; 1, 0] ![0, t] ![1, 0] ^ 2 = 1 := by
  have hM : transcorrelate !![0, 1; 1, 0] ![0, t]
      = !![0, Real.exp t; Real.exp (-t), 0] := by
    ext i j
    fin_cases i <;> fin_cases j <;> simp [transcorrelate_apply]
  constructor
  · rw [sq]
    simp [variance, residual, energy, hM, Matrix.mulVec, dotProduct, Fin.sum_univ_two]
  · simp [energy, hM, Matrix.mulVec, dotProduct, Fin.sum_univ_two, ← Real.exp_add]

end

end TranscorrelationSizeConsistency
```

```lean
#print axioms TranscorrelationSizeConsistency.minimiser_pair_iff
#print axioms TranscorrelationSizeConsistency.variance_versus_moments
```

```
'TranscorrelationSizeConsistency.minimiser_pair_iff' depends on axioms: [propext, Classical.choice, Quot.sound]
'TranscorrelationSizeConsistency.variance_versus_moments' depends on axioms: [propext, Classical.choice, Quot.sound]
```
